# The Bloch condition on u′ follows from the weak Poisson equation on a one-dimensional cell

Take a cell [0,a] with a > 0, a real wave number k, and a straight line u(x) = cx + d with complex c and d. Write λ = e^(ika) for the phase gained across the cell. Test u with a smooth function v that obeys v(a) = λ v(0), where conj denotes complex conjugation:

∫₀ᵃ conj(v′) u′ dx = c [conj(v(a)) − conj(v(0))] = c conj(v(0)) [conj(λ) − 1].

The weak form of −u″ = 0 asks this to vanish for every such v. Some v have v(0) ≠ 0, so c = λc, which is exactly u′(a) = λ u′(0). Nobody imposed that condition on u; it came from the end values of the test functions. The constant d remains free.

A boundary condition that arises in this way is called natural. The same condition on u′ follows for every C² function u that satisfies the weak form of −u″ = f, tested in this way, with a continuous source f on the cell.

## The cell, the phase and the weak equation

```lean
import Mathlib

open MeasureTheory Set
open scoped ContDiff ComplexConjugate

namespace BlochNaturalBoundary

noncomputable section
```

The file loads the mathematical library Mathlib and switches on notation: `conj` for complex conjugation, `∞` for smoothness of every finite order.

```lean
/-- The Bloch phase `e^(ika)` acquired across a cell of length `a`. -/
def blochPhase (a k : ℝ) : ℂ := Complex.exp (Complex.I * k * a)
```

This is λ. Because `a` and `k` have type `ℝ`, λ has modulus one; evanescent waves with complex k are not covered.

```lean
/-- The values of `w` at the two ends of the cell differ by the Bloch phase. -/
def IsBloch (a k : ℝ) (w : ℝ → ℂ) : Prop := w a = blochPhase a k * w 0
```

`IsBloch a k w` is the statement w(a) = λ w(0). It concerns two end values only, and it will be applied to v, to u and to u′.

```lean
/-- The derivative on the closed cell `[0,a]`, one-sided at its ends. -/
def cellDeriv (a : ℝ) (u : ℝ → ℂ) : ℝ → ℂ := derivWithin u (Icc 0 a)
```

`cellDeriv a u` is u′ on the closed cell: the ordinary derivative inside, the one-sided derivative at 0 and at a. Functions have type `ℝ → ℂ`, but what u does outside the cell has no influence. Applying `cellDeriv a` twice gives u″.

```lean
/-- The weak form of `-u'' = f` on the cell, tested with all smooth Bloch functions. -/
def IsWeakSolution (a k : ℝ) (u f : ℝ → ℂ) : Prop :=
  ∀ v : ℝ → ℂ, ContDiff ℝ ∞ v → IsBloch a k v →
    ∫ x in (0 : ℝ)..a, conj (deriv v x) * cellDeriv a u x =
      ∫ x in (0 : ℝ)..a, conj (v x) * f x
```

In ordinary notation, `IsWeakSolution a k u f` says that

∫₀ᵃ conj(v′) u′ dx = ∫₀ᵃ conj(v) f dx

for every smooth v with v(a) = λ v(0). The symbol `∀` is "for every", and the arrows read "if …, then". Despite the name, u itself is not required to satisfy u(a) = λ u(0).

```lean
variable {a k : ℝ} {u f v : ℝ → ℂ}

/-- The Bloch phase has unit modulus. -/
theorem conj_phase_mul_phase (a k : ℝ) :
    conj (blochPhase a k) * blochPhase a k = 1 := by
  unfold blochPhase
  rw [← Complex.exp_conj, ← Complex.exp_add]
  simp
```

A Lean theorem lists its data and hypotheses before the colon, its claim after it, and its proof after `:=`. Here the claim is

conj(λ) λ = e^(−ika) e^(ika) = 1.

The proof merges the two exponentials and simplifies. This is where the reality of k enters.

## Integration by parts with the flux kept

```lean
/-- The first derivative of a `C²` function on the cell is `C¹` there. -/
theorem contDiffOn_cellDeriv (ha : 0 < a) (hu : ContDiffOn ℝ 2 u (Icc 0 a)) :
    ContDiffOn ℝ 1 (cellDeriv a u) (Icc 0 a) :=
  hu.derivWithin (uniqueDiffOn_Icc ha) one_add_one_eq_two.le
```

If u is C² on the cell, then u′ is C¹ there. `ContDiffOn ℝ 2 u (Icc 0 a)` is Lean's way of saying "u is C² on [0,a]".

```lean
/-- Integration by parts on the cell, with the boundary flux kept. -/
theorem integral_by_parts (ha : 0 < a) (hu : ContDiffOn ℝ 2 u (Icc 0 a))
    (hv : ContDiff ℝ ∞ v) :
    ∫ x in (0 : ℝ)..a, conj (deriv v x) * cellDeriv a u x =
      conj (v a) * cellDeriv a u a - conj (v 0) * cellDeriv a u 0 -
        ∫ x in (0 : ℝ)..a, conj (v x) * cellDeriv a (cellDeriv a u) x := by
  have h1 := contDiffOn_cellDeriv ha hu
  have h2 : ContinuousOn (cellDeriv a (cellDeriv a u)) (Icc 0 a) :=
    h1.continuousOn_derivWithin (uniqueDiffOn_Icc ha) le_rfl
  have cv : Continuous (fun x => conj (v x)) := Complex.continuous_conj.comp hv.continuous
  have cdv : Continuous (fun x => conj (deriv v x)) :=
    Complex.continuous_conj.comp
      (hv.continuous_deriv (mod_cast le_top))
  have i1 : IntervalIntegrable (fun x => conj (deriv v x) * cellDeriv a u x) volume 0 a :=
    (cdv.continuousOn.mul h1.continuousOn).intervalIntegrable_of_Icc ha.le
  have i2 : IntervalIntegrable
      (fun x => conj (v x) * cellDeriv a (cellDeriv a u) x) volume 0 a :=
    (cv.continuousOn.mul h2).intervalIntegrable_of_Icc ha.le
  -- the product rule for conj(v) u', integrated over the cell
  have key := intervalIntegral.integral_eq_sub_of_hasDerivAt_of_le
    (f := fun x => conj (v x) * cellDeriv a u x)
    (f' := fun x => conj (deriv v x) * cellDeriv a u x +
      conj (v x) * cellDeriv a (cellDeriv a u) x) ha.le
    (cv.continuousOn.mul h1.continuousOn)
    (fun x hx => by
      have d1 : HasDerivAt (fun y => conj (v y)) (conj (deriv v x)) x :=
        ((hv.differentiable (by simp)) x).hasDerivAt.star
      have d2 : HasDerivAt (cellDeriv a u) (cellDeriv a (cellDeriv a u) x) x :=
        ((h1.differentiableOn (by norm_num)) x
          (Ioo_subset_Icc_self hx)).hasDerivWithinAt.hasDerivAt (Icc_mem_nhds hx.1 hx.2)
      exact d1.fun_mul d2)
    (i1.add i2)
  rw [intervalIntegral.integral_add i1 i2] at key
  linear_combination key
```

By hand, start from the product rule

(conj(v) u′)′ = conj(v′) u′ + conj(v) u″,

integrate over the cell and rearrange:

∫₀ᵃ conj(v′) u′ dx = conj(v(a)) u′(a) − conj(v(0)) u′(0) − ∫₀ᵃ conj(v) u″ dx.

In the proof, `i1` and `i2` record that both integrands are integrable, since they are continuous. The step `key` is the fundamental theorem of calculus applied to conj(v) u′. It needs derivatives only at interior points, where `d2` turns the derivative within the cell into an ordinary one. The final `linear_combination key` does the rearranging.

## A residual that no test function sees

```lean
/-- A continuous residual orthogonal to all smooth functions vanishing at both cell ends
is zero on the whole closed cell. -/
theorem residual_eq_zero (ha : 0 < a) {r : ℝ → ℂ} (hr : ContinuousOn r (Icc 0 a))
    (h : ∀ v : ℝ → ℂ, ContDiff ℝ ∞ v → v 0 = 0 → v a = 0 →
      ∫ x in (0 : ℝ)..a, conj (v x) * r x = 0) : ∀ x ∈ Icc 0 a, r x = 0 := by
  have hae : ∀ᵐ x ∂(volume : Measure ℝ), x ∈ Ioo 0 a → r x = 0 := by
    apply isOpen_Ioo.ae_eq_zero_of_integral_contDiff_smul_eq_zero
    · exact (hr.mono Ioo_subset_Icc_self).locallyIntegrableOn measurableSet_Ioo
    · intro g hg _ hsupp
      have hz : ∀ x, x ∉ Ioo 0 a → g x = 0 := fun x hx =>
        image_eq_zero_of_notMem_tsupport (fun h' => hx (hsupp h'))
      have h1 := h (fun x => (g x : ℂ)) (Complex.ofRealCLM.contDiff.comp hg)
        (by simp [hz 0 (by simp)]) (by simp [hz a (by simp)])
      rw [intervalIntegral.integral_of_le ha.le,
        setIntegral_eq_integral_of_forall_compl_eq_zero
          (fun x hx => by simp [hz x (fun h' => hx (Ioo_subset_Ioc_self h'))])] at h1
      rw [← h1]
      refine integral_congr_ae (Filter.Eventually.of_forall fun x => ?_)
      simp
  -- continuity upgrades "almost everywhere" to "everywhere", ends included
  have hE : EqOn r (fun _ => 0) (Icc 0 a) := by
    refine Measure.eqOn_Icc_of_ae_eq (μ := volume) ha.ne ?_ hr continuousOn_const
    rw [← Measure.restrict_congr_set Ioo_ae_eq_Icc]
    exact (ae_restrict_iff' measurableSet_Ioo).2 hae
  exact fun x hx => hE hx
```

Let r be continuous on [0,a], with ∫₀ᵃ conj(v) r dx = 0 for every smooth v vanishing at both ends. Then r = 0 on the whole closed cell.

By hand, suppose r(x₀) ≠ 0 at an interior point x₀. By continuity, the real part of conj(r(x₀)) r(x) is positive on a small interval around x₀. Choose for v a real, non-negative smooth bump, not identically zero, supported in that interval. Then conj(r(x₀)) ∫₀ᵃ v r dx has positive real part, which contradicts the assumption. So r vanishes inside the cell, and by continuity at the ends too.

Lean takes the central step from Mathlib's version of this lemma, which uses real test functions g supported inside the open cell and concludes that r = 0 almost everywhere. The proof regards each g as a complex function, checks that it vanishes at 0 and a, and matches the integral over the cell with the one over the line. The last block uses continuity to pass from "almost everywhere" to every point of [0,a].

## Splitting the defect into flux and residual

```lean
/-- For a Bloch test function the defect of the weak equation is a flux mismatch between
the cell ends minus the tested residual `u'' + f`. -/
theorem weak_defect (ha : 0 < a) (hu : ContDiffOn ℝ 2 u (Icc 0 a))
    (hf : ContinuousOn f (Icc 0 a)) (hv : ContDiff ℝ ∞ v) (hb : IsBloch a k v) :
    (∫ x in (0 : ℝ)..a, conj (deriv v x) * cellDeriv a u x) -
        ∫ x in (0 : ℝ)..a, conj (v x) * f x =
      conj (v 0) * (conj (blochPhase a k) * cellDeriv a u a - cellDeriv a u 0) -
        ∫ x in (0 : ℝ)..a, conj (v x) * (cellDeriv a (cellDeriv a u) x + f x) := by
  have h2 : ContinuousOn (cellDeriv a (cellDeriv a u)) (Icc 0 a) :=
    (contDiffOn_cellDeriv ha hu).continuousOn_derivWithin (uniqueDiffOn_Icc ha) le_rfl
  have cv : Continuous (fun x => conj (v x)) := Complex.continuous_conj.comp hv.continuous
  have hs : ∫ x in (0 : ℝ)..a, conj (v x) * (cellDeriv a (cellDeriv a u) x + f x) =
      (∫ x in (0 : ℝ)..a, conj (v x) * cellDeriv a (cellDeriv a u) x) +
        ∫ x in (0 : ℝ)..a, conj (v x) * f x := by
    simp only [mul_add]
    exact intervalIntegral.integral_add
      ((cv.continuousOn.mul h2).intervalIntegrable_of_Icc ha.le)
      ((cv.continuousOn.mul hf).intervalIntegrable_of_Icc ha.le)
  have hb' : v a = blochPhase a k * v 0 := hb
  rw [integral_by_parts ha hu hv, hs, hb', map_mul]
  ring
```

Call the left side minus the right side of the weak equation the defect D(v). Insert the integration by parts and use conj(v(a)) = conj(λ) conj(v(0)):

D(v) = conj(v(0)) [conj(λ) u′(a) − u′(0)] − ∫₀ᵃ conj(v) (u″ + f) dx.

The first term is a mismatch of flux between the cell ends, and the second is the tested residual of the differential equation. In the proof, `hs` splits the integral of the sum, and `ring` collects the terms.

```lean
/-- The weak equation holds for all smooth Bloch test functions exactly when `-u'' = f`
on the closed cell and `u'` satisfies the Bloch condition. -/
theorem weak_iff_strong (ha : 0 < a) (hu : ContDiffOn ℝ 2 u (Icc 0 a))
    (hf : ContinuousOn f (Icc 0 a)) :
    IsWeakSolution a k u f ↔
      (∀ x ∈ Icc 0 a, -cellDeriv a (cellDeriv a u) x = f x) ∧
        IsBloch a k (cellDeriv a u) := by
  have hp := conj_phase_mul_phase a k
  have h2 : ContinuousOn (cellDeriv a (cellDeriv a u)) (Icc 0 a) :=
    (contDiffOn_cellDeriv ha hu).continuousOn_derivWithin (uniqueDiffOn_Icc ha) le_rfl
  have hzero : (∀ x ∈ Icc 0 a, cellDeriv a (cellDeriv a u) x + f x = 0) → ∀ v : ℝ → ℂ,
      ∫ x in (0 : ℝ)..a, conj (v x) * (cellDeriv a (cellDeriv a u) x + f x) = 0 := by
    intro hr v
    have h : ∫ x in (0 : ℝ)..a, conj (v x) * (cellDeriv a (cellDeriv a u) x + f x) =
        ∫ _x in (0 : ℝ)..a, (0 : ℂ) := intervalIntegral.integral_congr (fun x hx => by
      rw [uIcc_of_le ha.le] at hx
      simp [hr x hx])
    rw [h]
    simp
  constructor
  · intro h
    -- tests vanishing at the ends see only the residual
    have hres : ∀ x ∈ Icc 0 a, cellDeriv a (cellDeriv a u) x + f x = 0 := by
      refine residual_eq_zero (r := fun x => cellDeriv a (cellDeriv a u) x + f x) ha
        (h2.add hf) ?_
      intro v hv h0 h1
      have hb : IsBloch a k v := by simp [IsBloch, h0, h1]
      have hd := weak_defect ha hu hf hv hb
      rw [h v hv hb, h0, map_zero] at hd
      linear_combination hd
    refine ⟨fun x hx => by linear_combination -(hres x hx), ?_⟩
    -- the plane wave exp(ikx) isolates the flux mismatch
    obtain ⟨v, hv, hb, h0⟩ : ∃ v : ℝ → ℂ, ContDiff ℝ ∞ v ∧ IsBloch a k v ∧ v 0 = 1 := by
      have hc : ContDiff ℝ ∞ (fun x : ℝ => (x : ℂ)) := Complex.ofRealCLM.contDiff
      exact ⟨fun x => Complex.exp (Complex.I * k * x), (contDiff_const.mul hc).cexp,
        by simp [IsBloch, blochPhase], by simp⟩
    have hd := weak_defect ha hu hf hv hb
    rw [h v hv hb, hzero hres v, h0, map_one] at hd
    change cellDeriv a u a = blochPhase a k * cellDeriv a u 0
    linear_combination (-blochPhase a k) * hd - cellDeriv a u a * hp
  · rintro ⟨hs, hn⟩ v hv hb
    have hd := weak_defect ha hu hf hv hb
    have hz := hzero (fun x hx => by linear_combination -(hs x hx)) v
    have hn' : cellDeriv a u a = blochPhase a k * cellDeriv a u 0 := hn
    linear_combination hd - hz + conj (v 0) * conj (blochPhase a k) * hn' +
      conj (v 0) * cellDeriv a u 0 * hp
```

The main theorem reads: for a > 0, u of class C² and f continuous on [0,a], the weak equation holds for all smooth Bloch test functions if and only if

−u″ = f on [0,a], and u′(a) = λ u′(0).

Assume first that the weak equation holds, so D(v) = 0 for every admissible v.

1. Take v with v(0) = v(a) = 0. It satisfies the Bloch condition trivially, and the flux term drops out. What remains is ∫₀ᵃ conj(v) (u″ + f) dx = 0, so u″ + f = 0 on the closed cell by the previous lemma. In Lean this is `hres`.
2. Take the plane wave v(x) = e^(ikx), which has v(0) = 1 and v(a) = λ. The residual integral is now zero, a fact supplied by `hzero`, and D(v) = 0 becomes conj(λ) u′(a) − u′(0) = 0.
3. Multiply by λ and use conj(λ) λ = 1 to get u′(a) = λ u′(0). This is the `linear_combination` that closes the first half.

Conversely, if both conditions hold, the residual vanishes and so does the flux mismatch, because conj(λ) u′(a) = conj(λ) λ u′(0) = u′(0). Hence D(v) = 0 for every admissible v. In Lean, `constructor` separates the two directions.

The same argument covers a position-dependent coefficient. For −(p u′)′ = f with p real and C¹, replace u′ by p u′ in the weak form; the natural condition is then p(a) u′(a) = λ p(0) u′(0), continuity of flux up to the Bloch phase.

## One electron in a potential, and the condition left to impose

```lean
/-- With a continuous real potential `V`, the weak equation with source `(E - V)u` is
equivalent to `-u'' + Vu = Eu` on the cell together with the Bloch condition on `u'`. -/
theorem schrodinger_weak_iff_strong (ha : 0 < a) (hu : ContDiffOn ℝ 2 u (Icc 0 a))
    {V : ℝ → ℝ} (hV : ContinuousOn V (Icc 0 a)) (E : ℝ) :
    IsWeakSolution a k u (fun x => ((E : ℂ) - V x) * u x) ↔
      (∀ x ∈ Icc 0 a, -cellDeriv a (cellDeriv a u) x + V x * u x = E * u x) ∧
        IsBloch a k (cellDeriv a u) := by
  have hc : ContinuousOn (fun x => ((E : ℂ) - V x) * u x) (Icc 0 a) :=
    (continuousOn_const.sub
      (Complex.continuous_ofReal.comp_continuousOn hV)).mul hu.continuousOn
  refine (weak_iff_strong ha hu hc).trans ?_
  refine and_congr (forall₂_congr fun x _ => ?_) Iff.rfl
  constructor <;> intro h <;> linear_combination h
```

Setting f = (E − V) u, with V real and continuous on the cell and E real, turns the Poisson equation into

−u″ + V u = E u,

the one-electron Schrödinger equation in units where ħ²/(2m) = 1. The proof applies the main theorem and moves V u to the other side. Nothing is said about which energies E admit a nonzero u.

For a finite-element band calculation in this one-dimensional, one-electron model, the derivative condition therefore need not be built into the trial space. The equivalence concerns a C² function tested against all smooth Bloch functions; with a finite number of elements and the condition not built in, the computed u′ will in general meet it only approximately.

```lean
/-- If the Bloch phase is not one, the constant function solves the weak equation with
zero source but violates the Bloch condition on its values. -/
theorem value_condition_not_natural (hk : blochPhase a k ≠ 1) :
    IsWeakSolution a k (fun _ => 1) (fun _ => 0) ∧ ¬ IsBloch a k (fun _ => 1) := by
  constructor
  · intro v _ _
    simp [cellDeriv]
  · intro h
    have h' : (1 : ℂ) = blochPhase a k * 1 := h
    exact hk (by linear_combination -h')

end

end BlochNaturalBoundary
```

The value condition behaves differently. If λ ≠ 1, the constant u = 1 solves the weak equation with f = 0, since u′ = 0 makes both sides zero. Yet u(a) = λ u(0) would read 1 = λ. This is the free constant d of the opening example. To obtain a Bloch state, u(a) = λ u(0) has to be imposed on u separately; together with the natural condition on u′, it makes the continuation of u from cell to cell by the factor λ continuously differentiable across the cell boundaries.

```lean
#print axioms BlochNaturalBoundary.schrodinger_weak_iff_strong
#print axioms BlochNaturalBoundary.value_condition_not_natural
```

```
'BlochNaturalBoundary.schrodinger_weak_iff_strong' depends on axioms: [propext, Classical.choice, Quot.sound]
'BlochNaturalBoundary.value_condition_not_natural' depends on axioms: [propext, Classical.choice, Quot.sound]
```
